# Sorted natural occupations change by no more than the spectral norm of the change in the density matrix

## Density matrices, occupations and amplitudes

Let $\gamma$ and $\gamma'$ be Hermitian $n\times n$ matrices, thought of as one-particle density matrices in a finite orthonormal orbital basis. The basis is labelled by a finite type `ι`, and $n$ is `Fintype.card ι`. Only Hermiticity is used: the trace need not be a particle number, and the eigenvalues need not lie between 0 and 1. The results therefore apply to spin-orbital and spin-summed density matrices alike.

For vectors, $\langle x|y\rangle=\sum_i \overline{x_i}\,y_i$, written `star x ⬝ᵥ y` in Lean. A real number $\varepsilon$ added to a matrix means $\varepsilon$ times the identity.

```lean
import Mathlib

open Matrix
open scoped ComplexOrder

namespace OccupationStability

noncomputable section

variable {ι : Type*} [Fintype ι] [DecidableEq ι] {γ γ' : Matrix ι ι ℂ}
```

The natural occupations of $\gamma$ are its eigenvalues in decreasing order, repeated according to multiplicity and numbered from zero:

$$n_0\ge n_1\ge\dots\ge n_{n-1}.$$

The subscripted $n_k$ are occupations, and the bare $n$ is the dimension. Those of $\gamma'$ are written $n'_k$. The index type `Fin (Fintype.card ι)` contains exactly the positions $0,\dots,n-1$. The argument `hγ` is the proof that $\gamma$ is Hermitian, which makes the eigenvalues real.

```lean
/-- The natural occupations of a Hermitian matrix: its eigenvalues in decreasing order,
counted with multiplicity and numbered from zero. -/
def occupation (hγ : γ.IsHermitian) (k : Fin (Fintype.card ι)) : ℝ :=
  hγ.eigenvalues₀ k
```

The natural orbitals $\varphi_k$ are orthonormal eigenvectors in the same order. Mathlib labels its eigenvector basis by `ι`, so the definition translates the position $k$ into such a label. Within a degenerate level the orbitals are one choice among many, but the occupations do not depend on it.

```lean
/-- The natural orbitals: orthonormal eigenvectors, numbered like the occupations. -/
def naturalOrbital (hγ : γ.IsHermitian) (k : Fin (Fintype.card ι)) : ι → ℂ :=
  (hγ.eigenvectorBasis (Fintype.equivOfCardEq (Fintype.card_fin _) k)).ofLp
```

The amplitude of a vector $x$ on a natural orbital is $a_k(x)=\langle\varphi_k|x\rangle$. For $\gamma'$ the corresponding quantities are $\varphi'_k$ and $a'_k(x)$.

```lean
/-- The amplitude of a one-particle vector `x` on the `k`-th natural orbital. -/
def amplitude (hγ : γ.IsHermitian) (k : Fin (Fintype.card ι)) (x : ι → ℂ) : ℂ :=
  star (naturalOrbital hγ k) ⬝ᵥ x
```

## Expectation values as weighted sums of occupations

The orbitals and occupations satisfy

$$\gamma\varphi_k=n_k\varphi_k .$$

This is Mathlib's eigenvector equation; the proof checks that the eigenvalue attached to the relabelled eigenvector is the one at position $k$ of the ordered list.

```lean
/-- Each natural orbital is an eigenvector whose eigenvalue is its occupation. -/
theorem mulVec_naturalOrbital (hγ : γ.IsHermitian) (k : Fin (Fintype.card ι)) :
    γ *ᵥ naturalOrbital hγ k = (occupation hγ k : ℂ) • naturalOrbital hγ k := by
  have h := hγ.mulVec_eigenvectorBasis (Fintype.equivOfCardEq (Fintype.card_fin _) k)
  have he : hγ.eigenvalues (Fintype.equivOfCardEq (Fintype.card_fin _) k)
      = hγ.eigenvalues₀ k :=
    congrArg hγ.eigenvalues₀ (Equiv.symm_apply_apply _ k)
  rw [he] at h
  refine h.trans ?_
  ext i
  simp [naturalOrbital, occupation]
```

Since the $\varphi_k$ form an orthonormal basis, inserting $\sum_k|\varphi_k\rangle\langle\varphi_k|=1$ gives

$$\langle x|y\rangle=\sum_k\langle x|\varphi_k\rangle\langle\varphi_k|y\rangle=\sum_k\overline{a_k(x)}\,a_k(y).$$

The Lean proof takes this identity from `sum_inner_mul_inner` and rewrites each factor as an amplitude.

```lean
/-- Completeness of the natural orbitals: an overlap is the sum of products of amplitudes. -/
theorem overlap_eq_sum (hγ : γ.IsHermitian) (x y : ι → ℂ) :
    star x ⬝ᵥ y = ∑ k, star (amplitude hγ k x) * amplitude hγ k y := by
  have h := hγ.eigenvectorBasis.sum_inner_mul_inner (WithLp.toLp 2 x) (WithLp.toLp 2 y)
  rw [← Equiv.sum_comp (Fintype.equivOfCardEq (Fintype.card_fin (Fintype.card ι)))] at h
  simp only [EuclideanSpace.inner_eq_star_dotProduct] at h
  refine (dotProduct_comm _ _).trans (h.symm.trans ?_)
  refine Finset.sum_congr rfl fun k _ => ?_
  have h1 : star (amplitude hγ k x) = naturalOrbital hγ k ⬝ᵥ star x := by
    rw [dotProduct_comm]
    exact (Matrix.star_dotProduct x _).symm
  have h2 : amplitude hγ k y = y ⬝ᵥ star (naturalOrbital hγ k) := dotProduct_comm _ _
  exact (congrArg₂ (· * ·) h1 h2).symm
```

Setting $y=x$ turns each product into a squared modulus:

$$\langle x|x\rangle=\sum_k|a_k(x)|^2 .$$

The statement takes the real part of the left side because the dot product has complex type; `Complex.normSq` is $|\cdot|^2$.

```lean
/-- The squared norm of a vector is the sum of its squared amplitudes. -/
theorem norm_eq_sum (hγ : γ.IsHermitian) (x : ι → ℂ) :
    (star x ⬝ᵥ x).re = ∑ k, Complex.normSq (amplitude hγ k x) := by
  rw [overlap_eq_sum hγ x x, Complex.re_sum]
  refine Finset.sum_congr rfl fun k _ => ?_
  simp [Complex.normSq_apply]
```

Setting $y=\gamma x$ instead, Hermiticity moves $\gamma$ onto the orbital:

$$a_k(\gamma x)=\langle\varphi_k|\gamma x\rangle=\langle\gamma\varphi_k|x\rangle=n_k\,a_k(x),$$

where $n_k$ comes out without conjugation because it is real. Hence

$$\langle x|\gamma|x\rangle=\sum_k n_k|a_k(x)|^2 .$$

In the proof, `hs` is the transfer of $\gamma$ to the orbital and `ha` is the resulting formula for the amplitude. The vector $x$ need not be normalised; for nonzero $x$, the expectation value in the normalised state is $\langle x|\gamma|x\rangle/\langle x|x\rangle$.

```lean
/-- The expectation value of `γ` is the sum of squared amplitudes weighted by occupations. -/
theorem expectation_eq_sum (hγ : γ.IsHermitian) (x : ι → ℂ) :
    (star x ⬝ᵥ γ *ᵥ x).re
      = ∑ k, occupation hγ k * Complex.normSq (amplitude hγ k x) := by
  rw [overlap_eq_sum hγ x (γ *ᵥ x), Complex.re_sum]
  refine Finset.sum_congr rfl fun k _ => ?_
  -- Hermiticity lets `γ` act on the orbital instead of on `x`
  have hs : star (naturalOrbital hγ k) ᵥ* γ = star (γ *ᵥ naturalOrbital hγ k) := by
    rw [Matrix.star_mulVec, hγ.eq]
  have ha : amplitude hγ k (γ *ᵥ x) = (occupation hγ k : ℂ) * amplitude hγ k x := by
    unfold amplitude
    rw [Matrix.dotProduct_mulVec, hs, mulVec_naturalOrbital, star_smul, smul_dotProduct,
      smul_eq_mul, Complex.star_def, Complex.conj_ofReal]
  rw [ha]
  simp [Complex.normSq_apply]
  ring
```

## A trial vector from counting dimensions

Fix a position $k$. We look for a nonzero $x$ with

$$a_j(x)=0\ \text{ for } j>k,\qquad a'_j(x)=0\ \text{ for } j<k .$$

Such an $x$ is built only from the orbitals of $\gamma$ with occupation at least $n_k$, and only from the orbitals of $\gamma'$ with occupation at most $n'_k$. The first family contains $n-1-k$ linear conditions and the second contains $k$. Together they are $n-1$ homogeneous equations for $n$ unknowns, so a nonzero solution exists. For $n=1$ there are no conditions, and any nonzero vector serves.

The map `L` collects the conditions, one component for each position $j\ne k$. If no trial vector existed, `L` would have only the zero vector in its kernel and would be injective, which is impossible for a linear map from dimension $n$ to dimension $n-1$.

```lean
/-- Some nonzero vector has no amplitude on the natural orbitals of `γ` after the `k`-th
and none on those of `γ'` before the `k`-th. -/
theorem exists_trial_vector (hγ : γ.IsHermitian) (hγ' : γ'.IsHermitian)
    (k : Fin (Fintype.card ι)) :
    ∃ x : ι → ℂ, x ≠ 0 ∧ (∀ j, k < j → amplitude hγ j x = 0) ∧
      (∀ j, j < k → amplitude hγ' j x = 0) := by
  -- the conditions form one linear map into a space of dimension one less
  let L : (ι → ℂ) →ₗ[ℂ] ({j : Fin (Fintype.card ι) // j ≠ k} → ℂ) :=
    { toFun := fun x j => if k < j.1 then amplitude hγ j.1 x else amplitude hγ' j.1 x
      map_add' := by
        intro x y
        ext j
        by_cases h : k < j.1 <;> simp [h, amplitude, dotProduct_add]
      map_smul' := by
        intro c x
        ext j
        by_cases h : k < j.1 <;> simp [h, amplitude, dotProduct_smul] }
  by_contra hno
  have hinj : Function.Injective L := by
    rw [injective_iff_map_eq_zero]
    intro x hx
    by_contra hx0
    refine hno ⟨x, hx0, fun j hj => ?_, fun j hj => ?_⟩
    · have h := congrFun hx ⟨j, hj.ne'⟩
      change (if k < j then amplitude hγ j x else amplitude hγ' j x) = 0 at h
      rwa [if_pos hj] at h
    · have h := congrFun hx ⟨j, hj.ne⟩
      change (if k < j then amplitude hγ j x else amplitude hγ' j x) = 0 at h
      rwa [if_neg (not_lt_of_ge hj.le)] at h
  have h1 := LinearMap.finrank_le_finrank_of_injective hinj
  simp only [Module.finrank_fintype_fun_eq_card] at h1
  have h2 : Fintype.card {j : Fin (Fintype.card ι) // j ≠ k}
      < Fintype.card (Fin (Fintype.card ι)) :=
    Fintype.card_subtype_lt (x := k) (by simp)
  rw [Fintype.card_fin] at h2
  exact absurd h1 (not_le_of_gt h2)
```

## The one-sided bound

Suppose that $\varepsilon+\gamma'-\gamma$ is positive semidefinite. On the trial vector only positions $j\le k$ contribute for $\gamma$, and there $n_j\ge n_k$:

$$\langle x|\gamma|x\rangle=\sum_{j\le k}n_j|a_j(x)|^2\ \ge\ n_k\sum_{j\le k}|a_j(x)|^2=n_k\langle x|x\rangle .$$

For $\gamma'$ only positions $j\ge k$ contribute, and there $n'_j\le n'_k$:

$$\langle x|\gamma'|x\rangle=\sum_{j\ge k}n'_j|a'_j(x)|^2\ \le\ n'_k\langle x|x\rangle .$$

Positivity gives $0\le\varepsilon\langle x|x\rangle+\langle x|\gamma'|x\rangle-\langle x|\gamma|x\rangle$. Chaining the three inequalities,

$$n_k\langle x|x\rangle\le\langle x|\gamma|x\rangle\le\langle x|\gamma'|x\rangle+\varepsilon\langle x|x\rangle\le(n'_k+\varepsilon)\langle x|x\rangle ,$$

and division by $\langle x|x\rangle>0$ yields $n_k\le n'_k+\varepsilon$. The sign of $\varepsilon$ plays no part.

In Lean, `lo` and `hi` are the two estimates, compared term by term; `hq` is the positivity condition evaluated on $x$, and `hpos` permits the division.

```lean
/-- One-sided bound: if `ε + γ' - γ` is positive semidefinite, with `ε` real of any sign,
then each occupation of `γ` is at most the corresponding one of `γ'` plus `ε`. -/
theorem occupation_le_add (hγ : γ.IsHermitian) (hγ' : γ'.IsHermitian) {ε : ℝ}
    (h : ((ε : ℂ) • (1 : Matrix ι ι ℂ) + γ' - γ).PosSemidef) (k : Fin (Fintype.card ι)) :
    occupation hγ k ≤ occupation hγ' k + ε := by
  obtain ⟨x, hx, hA, hB⟩ := exists_trial_vector hγ hγ' k
  have hpos : 0 < (star x ⬝ᵥ x).re := by
    have hn : (star x ⬝ᵥ x).re = ∑ i, Complex.normSq (x i) := by
      simp [dotProduct, Complex.normSq_apply]
    obtain ⟨i, hi⟩ := Function.ne_iff.1 hx
    rw [hn]
    exact Finset.sum_pos' (fun j _ => Complex.normSq_nonneg _)
      ⟨i, Finset.mem_univ i, Complex.normSq_pos.2 hi⟩
  -- only occupations at least as large as the `k`-th contribute for `γ`
  have lo : occupation hγ k * (star x ⬝ᵥ x).re ≤ (star x ⬝ᵥ γ *ᵥ x).re := by
    rw [norm_eq_sum hγ x, expectation_eq_sum hγ x, Finset.mul_sum]
    refine Finset.sum_le_sum fun j _ => ?_
    rcases le_or_gt j k with hj | hj
    · exact mul_le_mul_of_nonneg_right (hγ.eigenvalues₀_antitone hj) (Complex.normSq_nonneg _)
    · simp [hA j hj]
  -- only occupations at most as large as the `k`-th contribute for `γ'`
  have hi : (star x ⬝ᵥ γ' *ᵥ x).re ≤ occupation hγ' k * (star x ⬝ᵥ x).re := by
    rw [norm_eq_sum hγ' x, expectation_eq_sum hγ' x, Finset.mul_sum]
    refine Finset.sum_le_sum fun j _ => ?_
    rcases le_or_gt k j with hj | hj
    · exact mul_le_mul_of_nonneg_right (hγ'.eigenvalues₀_antitone hj) (Complex.normSq_nonneg _)
    · simp [hB j hj]
  have h1 : ((ε : ℂ) • (1 : Matrix ι ι ℂ)) *ᵥ x = (ε : ℂ) • x := by
    ext i
    simp [Matrix.mulVec, dotProduct, Matrix.one_apply]
  have hq := (Complex.le_def.1 (h.dotProduct_mulVec_nonneg x)).1
  rw [Matrix.sub_mulVec, Matrix.add_mulVec, h1, dotProduct_sub, dotProduct_add,
    dotProduct_smul, smul_eq_mul] at hq
  simp only [Complex.sub_re, Complex.add_re, Complex.re_ofReal_mul, Complex.zero_re] at hq
  refine le_of_mul_le_mul_right ?_ hpos
  linarith [add_mul (occupation hγ' k) ε (star x ⬝ᵥ x).re]
```

## Both signs together

The two hypotheses of the stability theorem are

$$\varepsilon+\gamma-\gamma'\succeq0,\qquad \varepsilon-\gamma+\gamma'\succeq0,$$

where $\succeq0$ means positive semidefinite. They say that every eigenvalue of $\gamma-\gamma'$ lies in $[-\varepsilon,\varepsilon]$. For $n\ge1$ the smallest admissible $\varepsilon$ is thus the spectral norm of the difference, the largest absolute value of its eigenvalues. Physically, no normalised one-particle state has its occupation changed by more than $\varepsilon$.

The second hypothesis gives $n_k-n'_k\le\varepsilon$. The first, with the two matrices exchanged, gives $n'_k-n_k\le\varepsilon$. Therefore

$$|n_k-n'_k|\le\varepsilon\qquad\text{for every }k.$$

The theorem does not assume $\varepsilon\ge0$. For $n\ge1$ this follows anyway, because the two hypotheses add up to $2\varepsilon\succeq0$; for $n=0$ there is no position $k$ to consider.

```lean
/-- Stability of occupations: if `ε + γ - γ'` and `ε - γ + γ'` are positive semidefinite,
the `k`-th largest occupations of `γ` and `γ'` differ by at most `ε`, for every `k`. -/
theorem occupation_stability (hγ : γ.IsHermitian) (hγ' : γ'.IsHermitian) {ε : ℝ}
    (h₁ : ((ε : ℂ) • (1 : Matrix ι ι ℂ) + γ - γ').PosSemidef)
    (h₂ : ((ε : ℂ) • (1 : Matrix ι ι ℂ) - γ + γ').PosSemidef)
    (k : Fin (Fintype.card ι)) :
    |occupation hγ k - occupation hγ' k| ≤ ε := by
  have e : (ε : ℂ) • (1 : Matrix ι ι ℂ) - γ + γ' = (ε : ℂ) • 1 + γ' - γ := by abel
  rw [e] at h₂
  have a := occupation_le_add hγ hγ' h₂ k
  have b := occupation_le_add hγ' hγ h₁ k
  exact abs_le.2 ⟨by linarith, by linarith⟩
```

Neither positivity condition can be dropped from the theorem. Take $n=1$, $\gamma=(1)$, $\gamma'=(0)$ and $\varepsilon=0$. Then $\varepsilon+\gamma-\gamma'=(1)$ is positive semidefinite, yet the occupations differ by $1$. The condition that fails is the other one, since $\varepsilon-\gamma+\gamma'=(-1)$. Exchanging the two matrices gives an example in which only the first condition fails, and the occupations again differ by $1$.

Hermiticity matters too. For $\delta>0$ let

$$\gamma=\begin{pmatrix}0&1\\0&0\end{pmatrix},\qquad \gamma'=\begin{pmatrix}0&1+\delta\\ \delta&0\end{pmatrix}.$$

Their difference is Hermitian with eigenvalues $\pm\delta$, so both positivity conditions hold with $\varepsilon=\delta$. The eigenvalues of $\gamma$ are both zero, while those of $\gamma'$ are $\pm\sqrt{\delta+\delta^2}$, which exceed $\delta$ in absolute value.

## A uniform shift attains the bound

To see that $\varepsilon$ cannot be replaced by a smaller bound in general, compare $\gamma$ with $\gamma+\varepsilon$. The shifted matrix is Hermitian because $\varepsilon$ is real.

```lean
omit [Fintype ι] in
/-- Adding a real multiple of the identity keeps a matrix Hermitian. -/
theorem isHermitian_shift (hγ : γ.IsHermitian) (ε : ℝ) :
    (γ + (ε : ℂ) • (1 : Matrix ι ι ℂ)).IsHermitian := by
  unfold Matrix.IsHermitian
  rw [Matrix.conjTranspose_add, hγ.eq, Matrix.conjTranspose_smul, Matrix.conjTranspose_one,
    Complex.star_def, Complex.conj_ofReal]
```

Its occupations are $n_k+\varepsilon$, and the one-sided bound proves this in two applications. Since $\varepsilon+\gamma-(\gamma+\varepsilon)=0$ is positive semidefinite, the shifted occupation is at most $n_k+\varepsilon$. Since $-\varepsilon+(\gamma+\varepsilon)-\gamma=0$ is too, the bound with $-\varepsilon$ in place of $\varepsilon$ says that $n_k$ is at most the shifted occupation minus $\varepsilon$. The two inequalities give equality, for $\varepsilon$ of either sign.

```lean
/-- Adding `ε` times the identity raises every occupation by exactly `ε`. -/
theorem occupation_shift (hγ : γ.IsHermitian) (ε : ℝ) (k : Fin (Fintype.card ι)) :
    occupation (isHermitian_shift hγ ε) k = occupation hγ k + ε := by
  apply le_antisymm
  · apply occupation_le_add
    have e : (ε : ℂ) • (1 : Matrix ι ι ℂ) + γ - (γ + (ε : ℂ) • 1) = 0 := by abel
    rw [e]
    exact Matrix.PosSemidef.zero
  · have e : ((-ε : ℝ) : ℂ) • (1 : Matrix ι ι ℂ) + (γ + (ε : ℂ) • 1) - γ = 0 := by
      push_cast
      module
    have h := occupation_le_add hγ (isHermitian_shift hγ ε) (ε := -ε)
      (by rw [e]; exact Matrix.PosSemidef.zero) k
    linarith
```

Now let $\varepsilon\ge0$ and $\gamma'=\gamma+\varepsilon$. The two matrices in the hypotheses become

$$\varepsilon+\gamma-\gamma'=0,\qquad \varepsilon-\gamma+\gamma'=2\varepsilon ,$$

both positive semidefinite, and $|n_k-n'_k|=\varepsilon$ at every position. The shift changes the trace by $n\varepsilon$, so for $n\ge1$ and $\varepsilon>0$ the pair does not describe the same number of particles.

```lean
/-- The stability bound is sharp: for `ε ≥ 0` the pair `γ`, `γ + ε` meets both positivity
conditions, and all its corresponding occupations differ by exactly `ε`. -/
theorem occupation_stability_sharp (hγ : γ.IsHermitian) {ε : ℝ} (hε : 0 ≤ ε) :
    ((ε : ℂ) • (1 : Matrix ι ι ℂ) + γ - (γ + (ε : ℂ) • 1)).PosSemidef ∧
    ((ε : ℂ) • (1 : Matrix ι ι ℂ) - γ + (γ + (ε : ℂ) • 1)).PosSemidef ∧
    ∀ k, |occupation hγ k - occupation (isHermitian_shift hγ ε) k| = ε := by
  refine ⟨?_, ?_, fun k => ?_⟩
  · have e : (ε : ℂ) • (1 : Matrix ι ι ℂ) + γ - (γ + (ε : ℂ) • 1) = 0 := by abel
    rw [e]
    exact Matrix.PosSemidef.zero
  · have e : (ε : ℂ) • (1 : Matrix ι ι ℂ) - γ + (γ + (ε : ℂ) • 1)
        = (ε : ℂ) • 1 + (ε : ℂ) • 1 := by abel
    have hc : (0 : ℂ) ≤ (ε : ℂ) := by exact_mod_cast hε
    have hE : ((ε : ℂ) • (1 : Matrix ι ι ℂ)).PosSemidef := Matrix.PosSemidef.one.smul hc
    rw [e]
    exact hE.add hE
  · rw [occupation_shift hγ ε k, sub_add_cancel_left, abs_neg, abs_of_nonneg hε]

end

end OccupationStability
```

```lean
#print axioms OccupationStability.mulVec_naturalOrbital
-- 'OccupationStability.mulVec_naturalOrbital' depends on axioms: [propext, Classical.choice, Quot.sound]
#print axioms OccupationStability.occupation_stability
-- 'OccupationStability.occupation_stability' depends on axioms: [propext, Classical.choice, Quot.sound]
#print axioms OccupationStability.occupation_stability_sharp
-- 'OccupationStability.occupation_stability_sharp' depends on axioms: [propext, Classical.choice, Quot.sound]
```

## Comparing two computed density matrices

In electronic-structure work the theorem converts an error in a one-particle density matrix, in a finite orthonormal basis, into an error bar on each natural occupation. If orbitals are selected for an active space by an occupation cutoff, an occupation farther than $\varepsilon$ from the cutoff stays on the same side of it at the same position in the list. The orbitals themselves carry no such guarantee: within a nearly degenerate group, a small change of $\gamma$ can rotate them strongly.

With two Hermitian NumPy arrays `G1` and `G2` holding the density matrices in the same orthonormal basis, the smallest admissible $\varepsilon$ is `np.linalg.norm(G1 - G2, 2)`. The function `np.linalg.eigvalsh` returns eigenvalues in increasing order, so subtracting its two outputs entry by entry pairs equal positions, as the theorem requires. Up to rounding, no entry of that difference exceeds $\varepsilon$ in absolute value. The Frobenius norm is also a valid, usually larger, choice of $\varepsilon$ and needs no diagonalisation.

For a density matrix written as $\sum_{\mu\nu}|\chi_\mu\rangle P_{\mu\nu}\langle\chi_\nu|$ in a non-orthogonal atomic-orbital basis $\chi_\mu$ with overlap matrix $S$, so that $\operatorname{tr}(PS)$ is the particle number, the matrix to compare is $S^{1/2}PS^{1/2}$, whose eigenvalues are the natural occupations.
